# With ħ = m = q = 1, a constant magnetic field in the symmetric gauge adds −B·L/2 and (B²r² − (B·r)²)/8 to p²/2 on polynomials

Q. If I expand \((p-a)^2\) to \(p^2-2a\cdot p+a^2\), as though momentum \(p\) and vector potential \(a\) commuted, I lose the term \(i\,\mathrm{div}\,a\). For a real potential with nonzero divergence, the resulting Hamiltonian is not even Hermitian. How does the symmetric gauge avoid this?

A. Its divergence vanishes, but that has to be computed. Take \(\hbar\), mass and charge equal to one, and \(p_i=-i\partial_i\). Acting on a wave function \(f\), and with \(a\) for the moment any scalar function of position, the product rule gives

\[
[p_i,a]f=-i\,\partial_i(af)+i\,a\,\partial_i f=-i(\partial_i a)f .
\]

Hence \(p_ia_i=a_ip_i-i\,\partial_i a_i\), and

\[
(p_i-a_i)^2=p_i^2-p_ia_i-a_ip_i+a_i^2=p_i^2-2a_ip_i+i\,\partial_i a_i+a_i^2 .
\]

Summing over \(i\) gives \((p-a)^2=p^2-2a\cdot p+i\,\mathrm{div}\,a+a^2\).

Now let the magnetic field \(B\) be constant and \(A=(B\times r)/2\). With indices 0, 1, 2 taken modulo 3,

\[
A_i=\tfrac12\,(B_{i+1}r_{i+2}-B_{i+2}r_{i+1}).
\]

No \(r_i\) occurs in \(A_i\), so \(\mathrm{div}\,A=0\). In \(\partial_{i+1}A_{i+2}-\partial_{i+2}A_{i+1}\) each term contributes \(B_i/2\), so \(\mathrm{curl}\,A=B\).

Q. And the two field terms?

A. For the linear one, relabel the cyclic sums, keeping \(r\) to the left of \(p\):

\[
A\cdot p=\tfrac12\sum_i B_i\,(r_{i+1}p_{i+2}-r_{i+2}p_{i+1})=\tfrac12\,B\cdot L,\qquad L=r\times p .
\]

For the quadratic one, expand the squares, then add and subtract \(\sum_i B_i^2r_i^2\):

\[
4A^2=\sum_i\left(B_{i+1}^2r_{i+2}^2+B_{i+2}^2r_{i+1}^2\right)-2\sum_i B_{i+1}B_{i+2}r_{i+1}r_{i+2}=B^2r^2-(B\cdot r)^2 .
\]

Substituting both and halving,

\[
\tfrac12(p-A)^2=\tfrac12p^2-\tfrac12B\cdot L+\tfrac18\left(B^2r^2-(B\cdot r)^2\right).
\]

Q. That I accept. What are the wave functions and operators in the Lean version?

```lean
import Mathlib

open MvPolynomial
open Complex (I)

namespace MinimalCoupling

noncomputable section
```

A. The wave functions are polynomials in three coordinates with complex coefficients; `X 0`, `X 1`, `X 2` are \(x,y,z\).

```lean
/-- Complex polynomial wave functions of the three Cartesian coordinates. -/
abbrev Poly := MvPolynomial (Fin 3) ℂ
```

Momentum is a linear map on that space, built from the formal partial derivative `pderiv i`.

```lean
/-- The momentum component `p_i = -i ∂_i`, with `ħ = 1`. -/
def mom (i : Fin 3) : Module.End ℂ Poly :=
  (-I) • (pderiv i : Derivation ℂ Poly Poly).toLinearMap
```

A function of position acts by multiplication. `mulOp` turns a polynomial into that operator, so the product of `mom i` and `mulOp a` is composition, and its order matters.

```lean
/-- A polynomial function of position, acting on wave functions by multiplication. -/
def mulOp : Poly →ₐ[ℂ] Module.End ℂ Poly := Algebra.lmul ℂ Poly
```

Q. Is the cross product the usual one?

A. Yes. For `i = 2` the next definition reads \(L_z=x\,p_y-y\,p_x\), because `i + 1` and `i + 2` wrap around.

```lean
/-- The angular momentum `L = r × p`, written with cyclic indices. -/
def angMom (i : Fin 3) : Module.End ℂ Poly :=
  mulOp (X (i + 1)) * mom (i + 2) - mulOp (X (i + 2)) * mom (i + 1)
```

The potential uses the same cyclic rule.

```lean
/-- The symmetric-gauge vector potential `A = (B × r)/2` of a constant field `B`. -/
def vecPot (B : Fin 3 → ℂ) (i : Fin 3) : Poly :=
  (1 / 2 : ℂ) • (B (i + 1) • X (i + 2) - B (i + 2) • X (i + 1))
```

The kinetic momentum is defined for any polynomial potential `a`, with charge \(+1\).

```lean
/-- The kinetic momentum `π = p - a` of a unit charge in the vector potential `a`. -/
def kinMom (a : Fin 3 → Poly) (i : Fin 3) : Module.End ℂ Poly :=
  mom i - mulOp (a i)
```

The last definition is the quadratic function without its factor \(1/8\). The components of `B` may be complex, and \(B^2\) means \(\sum_i B_i^2\), without conjugation. For a real field this is the ordinary squared length.

```lean
/-- The quadratic function `B² r² - (B·r)²` of position. -/
def diamag (B : Fin 3 → ℂ) : Poly :=
  (∑ i, B i ^ 2) • (∑ i, X i ^ 2) - (∑ i, B i • X i) ^ 2
```

Q. So what exactly does the main theorem say, and what does it leave out?

A. `minimal_coupling_hamiltonian` says that for every constant `B` the two sides are the same linear map: they give the same result on every polynomial. It concerns one spinless particle and contains no scalar potential. Nonzero polynomials are not normalisable over all space, and the model has no inner product, so Hermiticity, domains and spectra do not enter.

Q. My orbitals are not polynomials.

A. The hand derivation uses only the product rule and algebra, so it also works for smooth functions, though the Lean theorems stop at polynomials.

Q. Then show me where the product rule enters the proof.

A. Here. The operators are applied to an arbitrary `f`, `Derivation.leibniz` expands the derivative of `a * f`, and `ring` cancels the terms in which the derivative falls on `f`.

```lean
/-- The commutator of momentum with a function of position: `[p_i, a] = -i ∂_i a`. -/
theorem momentum_commutator (i : Fin 3) (a : Poly) :
    mom i * mulOp a - mulOp a * mom i = (-I) • mulOp (pderiv i a) := by
  apply LinearMap.ext
  intro f
  change (-I) • pderiv i (a * f) - a * ((-I) • pderiv i f) = (-I) • (pderiv i a * f)
  rw [Derivation.leibniz]
  simp only [smul_eq_mul, MvPolynomial.smul_eq_C_mul]
  ring
```

The expansion of the square works one component at a time. `linear_combination` uses the commutator `h0` to move \(p_i\) to the right of \(a_i\), and the components are then summed.

```lean
/-- For any polynomial vector potential,
`(p - a)² = p² - 2 a·p + i div a + a²`. -/
theorem kinetic_sq_expansion (a : Fin 3 → Poly) :
    ∑ i, kinMom a i ^ 2 = ∑ i, mom i ^ 2 - (2 : ℂ) • ∑ i, mulOp (a i) * mom i
      + I • mulOp (∑ i, pderiv i (a i)) + mulOp (∑ i, a i ^ 2) := by
  -- one Cartesian component at a time, moving `p` to the right of `a`
  have h : ∀ i, kinMom a i ^ 2 = mom i ^ 2 - (2 : ℂ) • (mulOp (a i) * mom i)
      + I • mulOp (pderiv i (a i)) + mulOp (a i ^ 2) := by
    intro i
    have h0 := momentum_commutator i (a i)
    simp only [kinMom, sq, sub_mul, mul_sub, map_mul]
    linear_combination (norm := module) -h0
  simp only [h, Fin.sum_univ_three, map_add]
  module
```

Q. So the divergence term is there in general, and the gauge removes it?

A. Yes, by differentiating the coordinates.

```lean
/-- The symmetric-gauge potential is divergence-free: `div A = 0`. -/
theorem div_vecPot (B : Fin 3 → ℂ) : ∑ i, pderiv i (vecPot B i) = 0 := by
  simp [vecPot, pderiv_X]
```

The curl is checked for each of the three values of `i`, which confirms that `B` really is the field of this potential.

```lean
/-- The symmetric-gauge potential generates the constant field: `curl A = B`. -/
theorem curl_vecPot (B : Fin 3 → ℂ) (i : Fin 3) :
    pderiv (i + 1) (vecPot B (i + 2)) - pderiv (i + 2) (vecPot B (i + 1))
      = B i • (1 : Poly) := by
  fin_cases i <;> simp [vecPot, pderiv_X] <;> module
```

Q. Does the triple product respect operator order?

A. It does. The sums are written out and `module` regroups them as linear combinations of the products \(r_jp_k\), without exchanging any factors.

```lean
/-- The term linear in the field is a coupling to angular momentum: `A·p = (B·L)/2`. -/
theorem vecPot_dot_mom (B : Fin 3 → ℂ) :
    ∑ i, mulOp (vecPot B i) * mom i = (1 / 2 : ℂ) • ∑ i, B i • angMom i := by
  simp only [vecPot, angMom, Fin.sum_univ_three, Fin.reduceAdd, Fin.isValue,
    map_smul, map_sub, smul_mul_assoc, sub_mul]
  module
```

Lagrange's identity involves only functions of position, which commute, so `ring` can prove it.

```lean
/-- The square of the potential is `A² = (B² r² - (B·r)²)/4`. -/
theorem vecPot_sq (B : Fin 3 → ℂ) :
    ∑ i, vecPot B i ^ 2 = (1 / 4 : ℂ) • diamag B := by
  have e : (1 / 4 : ℂ) = (1 / 2) ^ 2 := by norm_num
  rw [e]
  simp only [vecPot, diamag, Fin.sum_univ_three, Fin.reduceAdd, Fin.isValue,
    MvPolynomial.smul_eq_C_mul, map_add, map_pow]
  ring
```

The main theorem then substitutes these results into the general expansion, and `module` collects the factors of one half, one quarter and one eighth.

```lean
/-- The Hamiltonian of a unit charge of unit mass in a constant field:
`(p - A)²/2 = p²/2 - (B·L)/2 + (B² r² - (B·r)²)/8`. -/
theorem minimal_coupling_hamiltonian (B : Fin 3 → ℂ) :
    (1 / 2 : ℂ) • ∑ i, kinMom (vecPot B) i ^ 2
      = (1 / 2 : ℂ) • ∑ i, mom i ^ 2 - (1 / 2 : ℂ) • ∑ i, B i • angMom i
        + (1 / 8 : ℂ) • mulOp (diamag B) := by
  rw [kinetic_sq_expansion, div_vecPot, vecPot_dot_mom, vecPot_sq, map_zero, map_smul]
  module
```

Q. Does it reduce to the textbook form for a field along \(z\)?

A. Yes. There \(B\cdot L=bL_z\) and \(B^2r^2-(B\cdot r)^2=b^2(x^2+y^2)\), which are `h1` and `h2`.

```lean
/-- For a field of strength `b` along `z`, the Hamiltonian is
`p²/2 - b L_z/2 + b² (x² + y²)/8`. -/
theorem hamiltonian_field_along_z (b : ℂ) :
    (1 / 2 : ℂ) • ∑ i, kinMom (vecPot ![0, 0, b]) i ^ 2
      = (1 / 2 : ℂ) • ∑ i, mom i ^ 2 - (b / 2) • angMom 2
        + (b ^ 2 / 8) • mulOp (X 0 ^ 2 + X 1 ^ 2) := by
  have h1 : ∑ i, (![0, 0, b] : Fin 3 → ℂ) i • angMom i = b • angMom 2 := by
    simp [Fin.sum_univ_three]
  have h2 : diamag ![0, 0, b] = b ^ 2 • (X 0 ^ 2 + X 1 ^ 2 : Poly) := by
    simp [diamag, Fin.sum_univ_three, MvPolynomial.smul_eq_C_mul]
    ring
  rw [minimal_coupling_hamiltonian, h1, h2, map_smul]
  module
```

Q. A test that doesn't depend on the gauge would reassure me.

A. The commutators of \(\pi=p-a\) provide one. Since the \(p_i\) commute among themselves, and so do the \(a_i\),

\[
[\pi_i,\pi_j]=-[p_i,a_j]+[p_j,a_i]=i(\partial_i a_j-\partial_j a_i).
\]

Most of the proof shows that partial derivatives commute: their commutator is itself a derivation, and it vanishes on every coordinate, hence on every polynomial.

```lean
/-- The kinetic momenta obey `[π_i, π_j] = i (∂_i a_j - ∂_j a_i)` for any polynomial
vector potential. -/
theorem kinetic_commutator (a : Fin 3 → Poly) (i j : Fin 3) :
    kinMom a i * kinMom a j - kinMom a j * kinMom a i
      = I • mulOp (pderiv i (a j) - pderiv j (a i)) := by
  -- partial derivatives commute, since their commutator kills every coordinate
  have key : ∀ k l m : Fin 3, pderiv k (pderiv l (X m : Poly)) = 0 := by
    intro k l m
    rw [pderiv_X, Pi.single_apply]
    split_ifs <;> simp
  have hD : ⁅(pderiv i : Derivation ℂ Poly Poly), (pderiv j : Derivation ℂ Poly Poly)⁆
      = (0 : Derivation ℂ Poly Poly) := by
    apply MvPolynomial.derivation_ext
    intro k
    rw [Derivation.commutator_apply, key, key, sub_self, Derivation.zero_apply]
  have h3 : mom i * mom j = mom j * mom i := by
    apply LinearMap.ext
    intro f
    have hf : pderiv i (pderiv j f) = pderiv j (pderiv i f) := by
      have h := congrArg (fun D : Derivation ℂ Poly Poly => D f) hD
      simp only [Derivation.commutator_apply, Derivation.zero_apply] at h
      exact sub_eq_zero.mp h
    change (-I) • pderiv i ((-I) • pderiv j f) = (-I) • pderiv j ((-I) • pderiv i f)
    rw [Derivation.map_smul, Derivation.map_smul, hf]
  have h4 : mulOp (a i) * mulOp (a j) = mulOp (a j) * mulOp (a i) := by
    rw [← map_mul, ← map_mul, mul_comm]
  have h1 := momentum_commutator i (a j)
  have h2 := momentum_commutator j (a i)
  simp only [kinMom, sub_mul, mul_sub, map_sub]
  linear_combination (norm := module) h3 - h1 + h2 + h4
```

With the curl already computed, the constant field gives \([\pi_{i+1},\pi_{i+2}]=iB_i\).

```lean
/-- In a constant field the kinetic momenta obey `[π_j, π_k] = i B_i` for cyclic
indices `i, j, k`. -/
theorem kinetic_commutator_constant_field (B : Fin 3 → ℂ) (i : Fin 3) :
    kinMom (vecPot B) (i + 1) * kinMom (vecPot B) (i + 2)
      - kinMom (vecPot B) (i + 2) * kinMom (vecPot B) (i + 1)
      = (I * B i) • (1 : Module.End ℂ Poly) := by
  rw [kinetic_commutator, curl_vecPot, map_smul, map_one, smul_smul]

end

end MinimalCoupling
```

```lean
#print axioms MinimalCoupling.hamiltonian_field_along_z
#print axioms MinimalCoupling.kinetic_commutator_constant_field
```

```
'MinimalCoupling.hamiltonian_field_along_z' depends on axioms: [propext, Classical.choice, Quot.sound]
'MinimalCoupling.kinetic_commutator_constant_field' depends on axioms: [propext, Classical.choice, Quot.sound]
```

Q. Where would I meet this in an actual calculation?

A. In electronic structure, for a single spinless particle in a constant field, the linear term is the orbital Zeeman coupling and the quadratic one is the diamagnetic term. With a field-independent basis, a code can compute the matrices of \(L_i\) and \(r^2\delta_{ij}-r_ir_j\) once, then combine them for each field with weights \(-B_i/2\) and \(B_iB_j/8\). For an electron, with charge \(-1\), replace \(B\) by \(-B\): the linear term changes sign and the quadratic one does not. The electron's spin adds a Zeeman term of its own, which is not included here. Squaring the matrices of \(\pi_i\) in a truncated basis generally gives a different answer, because the product of truncated matrices need not be the truncated matrix of the product.
